# Coupling Harmonic Oscillators at Fixed Diagonal Force Constants Never Raises Their Zero-Point Energy

After the coupled-oscillator matrix of a many-body dispersion calculation has been diagonalised, the sign of the energy can be checked. Suppose that the matrix is real and symmetric, that no eigenvalue is negative, and that the diagonal holds the squares of the positive uncoupled frequencies. Then half the sum of the square roots of the eigenvalues, minus half the sum of the uncoupled frequencies, with one frequency for each diagonal entry, is at most zero. A value above zero by more than rounding shows that one of these conditions fails or that the arithmetic is faulty.

The model is a finite set of harmonic oscillators, with ħ = 1 and mass-weighted displacements x_i and momenta p_i:

H = ½ Σ_i p_i² + ½ Σ_i Σ_j C_ij x_i x_j

The real symmetric matrix C holds the force constants. In the code the finite type `n` labels the oscillator coordinates, so an atom that carries a three-dimensional oscillator takes up three labels.

```lean
import Mathlib

open Matrix

namespace ManyBodyDispersion

noncomputable section

variable {n : Type*} [Fintype n] [DecidableEq n] {C : Matrix n n ℝ}
```

## The energy and the normal modes

Let l_k be the eigenvalues of C, which are the squared mode frequencies, and let w_i be the frequencies of the uncoupled oscillators. The dispersion energy is the difference of the two zero-point energies:

E = ½ Σ_k √l_k − ½ Σ_i w_i

```lean
/-- Half the sum of the square roots of the eigenvalues of `C`, minus half the sum of `w`. If `C`
has no negative eigenvalue and no `w i` is negative, this is the many-body dispersion energy (with ħ
= 1): the zero-point energy of the coupled oscillators with force-constant matrix `C`, minus that of
uncoupled oscillators of frequencies `w`. -/
def mbdEnergy (hC : C.IsHermitian) (w : n → ℝ) : ℝ :=
  1 / 2 * ∑ k, √(hC.eigenvalues k) - 1 / 2 * ∑ i, w i
```

The argument `hC` says that C is Hermitian, which for a real matrix means symmetric. The eigenvalues are indexed by the same type `n` as the oscillators, although k labels a mode and i an oscillator. The formula is taken as the definition of the energy; it is not derived from the Schrödinger equation of H. Lean's square root of a negative number is 0, so the definition has its physical meaning only when no eigenvalue is negative, and the theorems on the energy assume this.

Write Q_ik for the amplitude of oscillator i in mode k. Each column of Q is then one normal mode.

```lean
/-- The matrix of normal modes: entry `i k` is the amplitude of oscillator `i` in mode `k`. -/
def normalMode (hC : C.IsHermitian) : Matrix n n ℝ :=
  (hC.eigenvectorUnitary : Matrix n n ℝ)
```

Q is a real orthogonal matrix. Its rows are therefore orthonormal, where δ_ij is 1 for i = j and 0 otherwise:

Σ_k Q_ik Q_jk = δ_ij

```lean
/-- The normal modes are complete: the product of the amplitudes of oscillators `i` and `j`, summed
over the modes, is entry `i j` of the identity matrix. -/
theorem normalMode_complete (hC : C.IsHermitian) (i j : n) :
    ∑ k, normalMode hC i k * normalMode hC j k = (1 : Matrix n n ℝ) i j := by
  have h := congrFun (congrFun
    (Matrix.mem_unitaryGroup_iff.mp hC.eigenvectorUnitary.2) i) j
  rw [Matrix.mul_apply] at h
  exact h
```

The proof reads off entry i, j of the product of Q with its adjoint, which for a real matrix is the transpose. The product in the other order shows that each column is normalised:

Σ_i Q_ik² = 1

```lean
/-- Each normal mode is normalised: its squared amplitudes sum to one. -/
theorem normalMode_normalised (hC : C.IsHermitian) (k : n) :
    ∑ i, normalMode hC i k ^ 2 = 1 := by
  have h := congrFun (congrFun
    (Matrix.mem_unitaryGroup_iff'.mp hC.eigenvectorUnitary.2) k) k
  rw [Matrix.mul_apply, Matrix.one_apply_eq] at h
  rw [← h]
  refine Finset.sum_congr rfl fun i _ => ?_
  exact pow_two (normalMode hC i k)
```

The columns are eigenvectors of C:

Σ_j C_ij Q_jk = l_k Q_ik

```lean
/-- Each normal mode solves the eigenvalue equation of the force-constant matrix. -/
theorem normalMode_eigen (hC : C.IsHermitian) (i k : n) :
    ∑ j, C i j * normalMode hC j k = hC.eigenvalues k * normalMode hC i k := by
  have h := congrFun (hC.mulVec_eigenvectorBasis k) i
  exact h
```

The force constants can be rebuilt from the modes. Insert the eigenvalue equation, with m as the summation index, and then use the orthonormality of the rows:

Σ_k l_k Q_ik Q_jk = Σ_k Σ_m C_im Q_mk Q_jk = Σ_m C_im δ_mj = C_ij

```lean
/-- The force constants are recovered from the squared mode frequencies and the amplitudes. -/
theorem coupling_eq_sum_modes (hC : C.IsHermitian) (i j : n) :
    C i j = ∑ k, hC.eigenvalues k * normalMode hC i k * normalMode hC j k := by
  symm
  calc ∑ k, hC.eigenvalues k * normalMode hC i k * normalMode hC j k
      = ∑ k, ∑ m, C i m * (normalMode hC m k * normalMode hC j k) := by
        refine Finset.sum_congr rfl fun k _ => ?_
        rw [← normalMode_eigen, Finset.sum_mul]
        exact Finset.sum_congr rfl fun m _ => by ring
    _ = ∑ m, C i m * (1 : Matrix n n ℝ) m j := by
        rw [Finset.sum_comm]
        refine Finset.sum_congr rfl fun m _ => ?_
        rw [← Finset.mul_sum, normalMode_complete]
    _ = C i j := by rw [← Matrix.mul_apply, mul_one]
```

The `calc` block follows this chain from left to right, and `Finset.sum_comm` exchanges the sums over k and m.

## The energy as a spread of frequencies

Three conditions now enter. C is positive semidefinite, so every l_k is at least zero: the coupled system is stable or at the threshold where a mode goes soft. Every w_i is positive. Finally, C_ii = w_i², which says that the coupling acts between different oscillators and leaves each one's own force constant unchanged.

For a fixed oscillator i, expand a weighted square:

Q_ik² (√l_k − w_i)² / (4 w_i) = l_k Q_ik² / (4 w_i) + w_i Q_ik² / 4 − ½ Q_ik² √l_k

Sum over k. The rebuilt diagonal entry gives Σ_k l_k Q_ik² = C_ii = w_i², and the normalised row gives Σ_k Q_ik² = 1. The first two terms contribute w_i/4 each, so

Σ_k Q_ik² (√l_k − w_i)² / (4 w_i) = ½ w_i − ½ Σ_k Q_ik² √l_k

Now sum over i. Because each column is normalised, the last term adds up to ½ Σ_k √l_k, and the right-hand side becomes −E:

E = −Σ_i Σ_k Q_ik² (√l_k − w_i)² / (4 w_i)

```lean
/-- If `C` is positive semidefinite and its diagonal entries are the squares of the positive
frequencies `w`, the dispersion energy is minus a weighted sum of the squared differences between
the mode frequencies and the uncoupled frequencies. -/
theorem mbdEnergy_eq_neg_spread (hC : C.PosSemidef) {w : n → ℝ}
    (hw : ∀ i, 0 < w i) (hd : ∀ i, C i i = w i ^ 2) :
    mbdEnergy hC.isHermitian w =
      -∑ i, ∑ k, normalMode hC.isHermitian i k ^ 2 *
        (√(hC.isHermitian.eigenvalues k) - w i) ^ 2 / (4 * w i) := by
  set Q := normalMode hC.isHermitian with hQ
  set l := hC.isHermitian.eigenvalues with hl
  have hs : ∀ k, √(l k) ^ 2 = l k := fun k => Real.sq_sqrt (hC.eigenvalues_nonneg k)
  -- the contribution of a single oscillator
  have key : ∀ i, ∑ k, Q i k ^ 2 * (√(l k) - w i) ^ 2 / (4 * w i)
      = 1 / 2 * w i - 1 / 2 * ∑ k, Q i k ^ 2 * √(l k) := by
    intro i
    have hwi : w i ≠ 0 := (hw i).ne'
    have h1 : ∑ k, Q i k ^ 2 = 1 := by
      have h := normalMode_complete hC.isHermitian i i
      rw [Matrix.one_apply_eq] at h
      rw [← h]
      exact Finset.sum_congr rfl fun k _ => pow_two _
    have h2 : ∑ k, √(l k) ^ 2 * Q i k ^ 2 = w i ^ 2 := by
      rw [← hd i, coupling_eq_sum_modes hC.isHermitian i i]
      refine Finset.sum_congr rfl fun k _ => ?_
      rw [hs k]
      ring
    have ht : ∀ k, Q i k ^ 2 * (√(l k) - w i) ^ 2 / (4 * w i)
        = 1 / (4 * w i) * (√(l k) ^ 2 * Q i k ^ 2) + w i / 4 * Q i k ^ 2
          - 1 / 2 * (Q i k ^ 2 * √(l k)) := by
      intro k
      field_simp
      ring
    have h3 : 1 / (4 * w i) * w i ^ 2 = w i / 4 := by field_simp
    rw [Finset.sum_congr rfl fun k _ => ht k, Finset.sum_sub_distrib,
      Finset.sum_add_distrib, ← Finset.mul_sum, ← Finset.mul_sum, ← Finset.mul_sum,
      h1, h2, h3]
    ring
  -- distribute every mode frequency over the oscillators
  have hsum : ∑ i, ∑ k, Q i k ^ 2 * √(l k) = ∑ k, √(l k) := by
    rw [Finset.sum_comm]
    refine Finset.sum_congr rfl fun k _ => ?_
    rw [← Finset.sum_mul, normalMode_normalised, one_mul]
  rw [Finset.sum_congr rfl fun i _ => key i, Finset.sum_sub_distrib,
    ← Finset.mul_sum, ← Finset.mul_sum, hsum]
  unfold mbdEnergy
  ring
```

The hypotheses `hC`, `hw` and `hd` are the three conditions in the order given above. Inside the proof, `ht` is the expansion of the square, `h1` and `h2` are the two sums over k, and `key` is the result for one oscillator. The step `hsum` distributes each mode frequency over the oscillators.

The identity is exact at any coupling strength that the conditions allow. For each oscillator, the squares Q_ik² are weights that sum to one over the modes, and the energy measures how far the mode frequencies, so weighted, lie from w_i.

## The sign, and when the energy vanishes

Every term of the double sum is at least zero, so E ≤ 0.

Suppose that E = 0. Then every term vanishes, and for each i and k either Q_ik = 0 or √l_k = w_i. In both cases

l_k Q_ik = w_i² Q_ik

and the rebuilt force constants become

C_ij = Σ_k l_k Q_ik Q_jk = w_i² Σ_k Q_ik Q_jk = w_i² δ_ij

so C is diagonal.

Conversely, suppose that C is diagonal. The eigenvalue equation keeps only the term j = i:

w_i² Q_ik = l_k Q_ik

Either Q_ik = 0, or l_k = w_i² and hence √l_k = w_i. Every term of the double sum vanishes, and E = 0.

```lean
/-- If `C` is positive semidefinite and its diagonal entries are the squares of the positive
frequencies `w`, the many-body dispersion energy is at most zero, and it vanishes exactly when `C`
is diagonal. -/
theorem mbdEnergy_nonpos_and_eq_zero_iff (hC : C.PosSemidef) {w : n → ℝ}
    (hw : ∀ i, 0 < w i) (hd : ∀ i, C i i = w i ^ 2) :
    mbdEnergy hC.isHermitian w ≤ 0 ∧
      (mbdEnergy hC.isHermitian w = 0 ↔ C.IsDiag) := by
  rw [mbdEnergy_eq_neg_spread hC hw hd]
  have hterm : ∀ i k, 0 ≤ normalMode hC.isHermitian i k ^ 2 *
      (√(hC.isHermitian.eigenvalues k) - w i) ^ 2 / (4 * w i) := by
    intro i k
    have := hw i
    positivity
  have hrow := fun i => Finset.sum_nonneg fun k (_ : k ∈ Finset.univ) => hterm i k
  refine ⟨neg_nonpos.mpr (Finset.sum_nonneg fun i _ => hrow i), ?_, ?_⟩
  · intro h i j hij
    have hi := (Finset.sum_eq_zero_iff_of_nonneg fun i _ => hrow i).mp
      (neg_eq_zero.mp h) i (Finset.mem_univ i)
    -- every mode involving oscillator i has frequency w i
    have hk : ∀ k, hC.isHermitian.eigenvalues k * normalMode hC.isHermitian i k
        = w i ^ 2 * normalMode hC.isHermitian i k := by
      intro k
      have h0 := (Finset.sum_eq_zero_iff_of_nonneg fun k _ => hterm i k).mp hi k
        (Finset.mem_univ k)
      have h4 : 4 * w i ≠ 0 := mul_ne_zero four_ne_zero (hw i).ne'
      rcases mul_eq_zero.mp ((div_eq_zero_iff.mp h0).resolve_right h4) with hq | hq
      · rw [pow_eq_zero_iff two_ne_zero] at hq
        rw [hq, mul_zero, mul_zero]
      · rw [pow_eq_zero_iff two_ne_zero] at hq
        rw [← sub_eq_zero.mp hq, Real.sq_sqrt (hC.eigenvalues_nonneg k)]
    rw [coupling_eq_sum_modes hC.isHermitian i j]
    simp_rw [hk, mul_assoc]
    rw [← Finset.mul_sum, normalMode_complete, Matrix.one_apply_ne hij, mul_zero]
  · intro h
    rw [neg_eq_zero]
    refine Finset.sum_eq_zero fun i _ => Finset.sum_eq_zero fun k _ => ?_
    have he := normalMode_eigen hC.isHermitian i k
    rw [Finset.sum_eq_single i (fun j _ hj => by rw [h hj.symm, zero_mul])
      (fun hi => absurd (Finset.mem_univ i) hi), hd i] at he
    -- a mode either avoids oscillator i or has its frequency
    by_cases hq : normalMode hC.isHermitian i k = 0
    · rw [hq]
      simp
    · rw [← mul_right_cancel₀ hq he, Real.sqrt_sq (hw i).le]
      simp
```

In words: for a positive semidefinite C whose diagonal entries are the squares of positive frequencies w_i, the dispersion energy is at most zero, and it equals zero if and only if all off-diagonal entries of C are zero, which is the meaning of `C.IsDiag`. Positive definite matrices are included. A single oscillator has no off-diagonal entry, and its dispersion energy is zero.

The proof first replaces the energy by the double sum. `hterm` and `hrow` record that the terms and the row sums are nonnegative. `Finset.sum_eq_zero_iff_of_nonneg` is then used twice, to pass from a vanishing total to vanishing rows and from a vanishing row to vanishing terms. The equation for l_k Q_ik is `hk`. In the converse direction, `by_cases` separates the modes that avoid oscillator i from those that involve it.

For electronic structure, this shows that the dispersion energy is never positive in a model of finitely many harmonic oscillators that are coupled only through products of different coordinates, as long as no eigenvalue of C is negative. It concerns the total dispersion energy, not the separate pair and triple contributions, and it says nothing about how the energy varies with distance.

## Two oscillators in closed form

Take two oscillators of frequencies a and b with coupling g. Their force-constant matrix has the rows (a², g) and (g, b²).

```lean
/-- The force-constant matrix of two oscillators of frequencies `a` and `b` with coupling `g`. -/
def pairMatrix (a b g : ℝ) : Matrix (Fin 2) (Fin 2) ℝ := !![a ^ 2, g; g, b ^ 2]
```

The pair is stable, or just at the threshold, when g² ≤ a²b². To see this, multiply the quadratic form by a² and complete the square:

a² (a² x_0² + 2 g x_0 x_1 + b² x_1²) = (a² x_0 + g x_1)² + (a² b² − g²) x_1²

The right-hand side is at least zero, and a² is positive, so the quadratic form is at least zero as well.

```lean
/-- The force-constant matrix of a pair is positive semidefinite when the squared coupling
does not exceed the product of the squared frequencies. -/
theorem pairMatrix_posSemidef {a b g : ℝ} (ha : 0 < a) (hg : g ^ 2 ≤ a ^ 2 * b ^ 2) :
    (pairMatrix a b g).PosSemidef := by
  refine PosSemidef.of_dotProduct_mulVec_nonneg ?_ fun x => ?_
  · ext i j
    fin_cases i <;> fin_cases j <;> simp [pairMatrix]
  · have e : star x ⬝ᵥ (pairMatrix a b g *ᵥ x)
        = a ^ 2 * x 0 ^ 2 + 2 * g * x 0 * x 1 + b ^ 2 * x 1 ^ 2 := by
      simp [pairMatrix, Matrix.mulVec, dotProduct, Fin.sum_univ_two]
      ring
    rw [e]
    -- complete the square after multiplying by a ^ 2
    have hp : 0 ≤ a ^ 2 * (a ^ 2 * x 0 ^ 2 + 2 * g * x 0 * x 1 + b ^ 2 * x 1 ^ 2) := by
      nlinarith [sq_nonneg (a ^ 2 * x 0 + g * x 1),
        mul_nonneg (sub_nonneg.mpr hg) (sq_nonneg (x 1))]
    exact (mul_nonneg_iff_of_pos_left (by positivity)).mp hp
```

The equation `e` writes out the quadratic form, and `nlinarith` receives the two nonnegative terms of the completed square.

The trace and the determinant of the matrix fix the two eigenvalues:

l_0 + l_1 = a² + b²

l_0 l_1 = a² b² − g²

The energy needs only the sum of their square roots, whose square is

(√l_0 + √l_1)² = l_0 + l_1 + 2 √(l_0 l_1) = a² + b² + 2 √(a² b² − g²)

Both roots are nonnegative, so taking the square root gives

E = ½ √(a² + b² + 2 √(a² b² − g²)) − ½ (a + b)

```lean
/-- The dispersion energy of two coupled oscillators in closed form, in terms of their frequencies
and their coupling, when the squared coupling does not exceed the product of the squared
frequencies. -/
theorem mbdEnergy_pair {a b g : ℝ} (ha : 0 < a) (hg : g ^ 2 ≤ a ^ 2 * b ^ 2) :
    mbdEnergy (pairMatrix_posSemidef ha hg).isHermitian ![a, b] =
      1 / 2 * √(a ^ 2 + b ^ 2 + 2 * √(a ^ 2 * b ^ 2 - g ^ 2)) - 1 / 2 * (a + b) := by
  have hC := pairMatrix_posSemidef ha hg
  have h0 := hC.eigenvalues_nonneg 0
  have h1 := hC.eigenvalues_nonneg 1
  have ht : a ^ 2 + b ^ 2
      = hC.isHermitian.eigenvalues 0 + hC.isHermitian.eigenvalues 1 := by
    have h := hC.isHermitian.trace_eq_sum_eigenvalues
    rw [Fin.sum_univ_two, Matrix.trace_fin_two] at h
    exact h
  have hdet : a ^ 2 * b ^ 2 - g ^ 2
      = hC.isHermitian.eigenvalues 0 * hC.isHermitian.eigenvalues 1 := by
    have h := hC.isHermitian.det_eq_prod_eigenvalues
    rw [Fin.prod_univ_two, Matrix.det_fin_two] at h
    rw [pow_two g]
    exact h
  -- the square of the summed frequencies is fixed by trace and determinant
  have hsq : a ^ 2 + b ^ 2 + 2 * √(a ^ 2 * b ^ 2 - g ^ 2)
      = (√(hC.isHermitian.eigenvalues 0) + √(hC.isHermitian.eigenvalues 1)) ^ 2 := by
    rw [hdet, ht, Real.sqrt_mul h0, add_sq, Real.sq_sqrt h0, Real.sq_sqrt h1]
    ring
  rw [hsq, Real.sqrt_sq (by positivity)]
  simp [mbdEnergy, Fin.sum_univ_two]

end

end ManyBodyDispersion
```

Here `ht` and `hdet` are the trace and determinant relations, and `hsq` is the squared sum. The theorem requires a > 0 and g² ≤ a²b² but places no sign condition on b; reading b as the frequency of an oscillator requires b > 0. At g = 0 the outer root is then a + b and the energy vanishes. At g² = a²b² one mode is soft, and the energy is ½ √(a² + b²) − ½ (a + b).

```lean
#print axioms ManyBodyDispersion.mbdEnergy_nonpos_and_eq_zero_iff
#print axioms ManyBodyDispersion.mbdEnergy_pair
```

```
'ManyBodyDispersion.mbdEnergy_nonpos_and_eq_zero_iff' depends on axioms: [propext, Classical.choice, Quot.sound]
'ManyBodyDispersion.mbdEnergy_pair' depends on axioms: [propext, Classical.choice, Quot.sound]
```
